# A finite sum of simple nonreal poles obeys the Kramers–Kronig relation at all real frequencies exactly when every pole lies in the lower half-plane

Before using a Kramers–Kronig transform to obtain the real part of a fitted response from its absorption, one can check on which side of the real axis the fitted poles lie. Take

$$\chi(x)=\sum_j\frac{r_j}{x-p_j}$$

with finitely many distinct nonreal poles $p_j$ and nonzero complex residues $r_j$. Then

$$\mathrm{PV}\!\int_{-\infty}^{\infty}\frac{\chi(x)}{x-w}\,dx=i\pi\,\chi(w)\quad\text{for every real } w$$

holds if and only if every $\operatorname{Im}p_j<0$. Its imaginary part expresses $\pi\operatorname{Re}\chi(w)$ through $\operatorname{Im}\chi$. A damped sum-over-states polarisability with finitely many transitions has this form; a general response analytic in the upper half-plane need not.

## Finitely many resonances

The finite type `ι` labels the resonances, and `p` and `r` give their poles and residues. Finiteness lets the integral be taken term by term. A continuum of excitations would need a separate convergence argument.

```lean
import Mathlib

open MeasureTheory Filter Topology Set
open Complex (I)
open scoped Real

namespace CausalPoles

noncomputable section

variable {ι : Type*} [Fintype ι]

/-- The response `χ(x) = ∑ r_j / (x - p_j)` at real frequency `x`, for `x` different from
all poles `p_j`. -/
def response (p r : ι → ℂ) (x : ℝ) : ℂ := ∑ j, r j / ((x : ℂ) - p j)
```

`HasPV f w L` says that $f$ is absolutely integrable outside every symmetric window $|x-w|<\varepsilon$, and that the remaining integral tends to $L$ as $\varepsilon\to0^+$.

```lean
/-- `L` is the principal value of the integral of `f` over the real line, with a symmetric
window around `w` cut out and then shrunk; `f` is integrable outside each window. -/
def HasPV (f : ℝ → ℂ) (w : ℝ) (L : ℂ) : Prop :=
  (∀ ε > 0, IntegrableOn f {x | ε ≤ |x - w|}) ∧
    Tendsto (fun ε : ℝ => ∫ x in {x | ε ≤ |x - w|}, f x) (𝓝[>] 0) (𝓝 L)
```

## Poles off the real axis

The hypothesis `hp` gives each resonance a nonzero width. With time factor $e^{-i\omega t}$, a lower pole describes a response that decays after the perturbation. This link to causality in time is the step that the frequency-domain theorem leaves open.

For one pole $p$, let $s=+1$ if $\operatorname{Im}p<0$ and $s=-1$ if $\operatorname{Im}p>0$; this is `poleSign`. Since $x-p$ never meets the cut of the logarithm, $\log(x-p)=\log(p-x)+i\pi s$.

```lean
/-- The sign `+1` for a pole in the open lower half-plane and `-1` for any other pole. -/
def poleSign (p : ℂ) : ℂ := if p.im < 0 then 1 else -1

/-- For a nonreal pole `p` and real `x`, the logarithms of `x - p` and `p - x` differ by `iπ`
times the sign of the pole. -/
theorem log_sub_pole {p : ℂ} (hp : p.im ≠ 0) (x : ℝ) :
    Complex.log ((x : ℂ) - p) = Complex.log (-((x : ℂ) - p)) + poleSign p * I * π := by
  unfold poleSign
  split_ifs with h
  · have h1 : 0 < ((x : ℂ) - p).im := by simpa using h
    rw [Complex.log, Complex.log, norm_neg, Complex.arg_neg_eq_arg_sub_pi_of_im_pos h1]
    push_cast
    ring
  · have h0 : 0 < p.im := lt_of_le_of_ne (not_lt.1 h) hp.symm
    have h1 : ((x : ℂ) - p).im < 0 := by simpa using h0
    rw [Complex.log, Complex.log, norm_neg, Complex.arg_neg_eq_arg_add_pi_of_im_neg h1]
    push_cast
    ring
```

Outside the window,

$$\frac1{|x-p||x-w|}\le\frac12\left(\frac1{|x-p|^2}+\frac1{|x-w|^2}\right),$$

and both terms are bounded by multiples of Lorentzians. This gives integrability.

```lean
/-- For a nonreal pole `p`, the function `1/((x - p)(x - w))` is integrable outside any
window of positive half-width around the real frequency `w`. -/
theorem integrableOn_pole {p : ℂ} (hp : p.im ≠ 0) (w : ℝ) {ε : ℝ} (hε : 0 < ε) :
    IntegrableOn (fun x : ℝ => 1 / (((x : ℂ) - p) * ((x : ℂ) - w))) {x | ε ≤ |x - w|} := by
  have key : ∀ t v δ : ℝ, 0 < δ → δ ≤ t → v ^ 2 ≤ t →
      t⁻¹ ≤ (1 + δ⁻¹) * (1 + v ^ 2)⁻¹ := by
    intro t v δ hδ h1 h2
    have ht : 0 < t := by linarith
    have h3 : 1 ≤ δ⁻¹ * t := by
      rw [inv_mul_eq_div, le_div_iff₀ hδ]
      linarith
    rw [← div_eq_mul_inv, le_div_iff₀ (by positivity), inv_mul_le_iff₀ ht]
    nlinarith
  have hg : ∀ a : ℝ, Integrable (fun x : ℝ => (1 + (x - a) ^ 2)⁻¹) :=
    fun a => integrable_inv_one_add_sq.comp_sub_right a
  have hm : MeasurableSet {x : ℝ | ε ≤ |x - w|} :=
    (isClosed_le continuous_const (continuous_id.sub continuous_const).abs).measurableSet
  have hf : Measurable (fun x : ℝ => 1 / (((x : ℂ) - p) * ((x : ℂ) - w))) :=
    ((Complex.measurable_ofReal.sub_const p).mul
      (Complex.measurable_ofReal.sub_const (w : ℂ))).const_div 1
  -- two Lorentzians dominate the integrand
  refine Integrable.mono' (((hg p.re).const_mul (1 + (p.im ^ 2)⁻¹)).add
    ((hg w).const_mul (1 + (ε ^ 2)⁻¹))).integrableOn hf.aestronglyMeasurable
    (ae_restrict_of_forall_mem hm fun x hx => ?_)
  have hx' : ε ^ 2 ≤ (x - w) ^ 2 := by
    have h := pow_le_pow_left₀ hε.le (show ε ≤ |x - w| from hx) 2
    rwa [sq_abs] at h
  have hA : ‖(x : ℂ) - p‖ ^ 2 = (x - p.re) ^ 2 + p.im ^ 2 := by
    rw [Complex.sq_norm, Complex.normSq_apply]
    simp only [Complex.sub_re, Complex.sub_im, Complex.ofReal_re, Complex.ofReal_im]
    ring
  have hB : ‖(x : ℂ) - w‖ ^ 2 = (x - w) ^ 2 := by
    rw [Complex.sq_norm, Complex.normSq_apply]
    simp only [Complex.sub_re, Complex.sub_im, Complex.ofReal_re, Complex.ofReal_im]
    ring
  have k1 := key (‖(x : ℂ) - p‖ ^ 2) (x - p.re) (p.im ^ 2) (by positivity)
    (by rw [hA]; nlinarith [sq_nonneg (x - p.re)]) (by rw [hA]; nlinarith [sq_nonneg p.im])
  have k2 := key (‖(x : ℂ) - w‖ ^ 2) (x - w) (ε ^ 2) (by positivity)
    (by rw [hB]; exact hx') hB.ge
  rw [← inv_pow] at k1 k2
  rw [norm_div, norm_one, norm_mul, one_div, mul_inv]
  refine le_trans ?_ (add_le_add k1 k2)
  nlinarith [sq_nonneg (‖(x : ℂ) - p‖⁻¹ - ‖(x : ℂ) - w‖⁻¹),
    sq_nonneg (‖(x : ℂ) - p‖⁻¹), sq_nonneg (‖(x : ℂ) - w‖⁻¹)]
```

An antiderivative of $1/((x-p)(x-w))$ is

$$G(x)=\frac{\log(x-p)-\ln|x-w|}{p-w}.$$

Lean writes the real logarithm as `Real.log (x - w)`, which means $\ln|x-w|$ on both sides of $w$. Put $x-p=(x-w)u(x)$, so that $u\to1$ at both ends. For $x>w$ the numerator is $\log u$, so $G(+\infty)=0$. For $x<w$ it is $\log u+i\pi s$, so $G(-\infty)=i\pi s/(p-w)$. The excised integral is

$$G(w-\varepsilon)-G(-\infty)+G(+\infty)-G(w+\varepsilon).$$

The $\ln\varepsilon$ terms cancel, the complex logarithms cancel as $\varepsilon\to0^+$, and $i\pi s/(w-p)$ remains. In the proof, `hder` checks the antiderivative, `htop` and `hbot` give its limits at the two ends, and `hval` evaluates the excised integral at fixed $\varepsilon$. The limit $\varepsilon\to0^+$ is taken last, from the continuity statements `c1` and `c2`.

```lean
/-- For a nonreal pole `p`, the principal value of the integral of `1/((x - p)(x - w))` is
`iπ/(w - p)` times the sign of the pole. -/
theorem hasPV_pole {p : ℂ} (hp : p.im ≠ 0) (w : ℝ) :
    HasPV (fun x : ℝ => 1 / (((x : ℂ) - p) * ((x : ℂ) - w))) w
      (I * π * (poleSign p / ((w : ℂ) - p))) := by
  have hslit : ∀ x : ℝ, (x : ℂ) - p ∈ Complex.slitPlane := fun x =>
    Complex.mem_slitPlane_iff.2 (Or.inr (by simpa using hp))
  have hne : ∀ x : ℝ, (x : ℂ) - p ≠ 0 := fun x => Complex.slitPlane_ne_zero (hslit x)
  have hpw : p - (w : ℂ) ≠ 0 := fun h => hne w (by linear_combination -h)
  have hxw : ∀ x : ℝ, x ≠ w → (x : ℂ) - w ≠ 0 := fun x hx =>
    sub_ne_zero.2 (fun h => hx (Complex.ofReal_injective h))
  -- the antiderivative, valid on both sides of `w`
  obtain ⟨G, hG⟩ : ∃ G : ℝ → ℂ, G = fun x : ℝ =>
    (Complex.log ((x : ℂ) - p) - ((Real.log (x - w) : ℝ) : ℂ)) / (p - w) := ⟨_, rfl⟩
  have hder : ∀ x : ℝ, x ≠ w →
      HasDerivAt G (1 / (((x : ℂ) - p) * ((x : ℂ) - w))) x := by
    intro x hx
    have h0 : HasDerivAt (fun y : ℝ => (y : ℂ) - p) 1 x := by
      simpa using (hasDerivAt_id' x).ofReal_comp.sub_const p
    have h1 := h0.clog_real (hslit x)
    have h2 := (((hasDerivAt_id' x).sub_const w).log (sub_ne_zero.2 hx)).ofReal_comp
    rw [hG]
    refine ((h1.fun_sub h2).div_const (p - (w : ℂ))).congr_deriv ?_
    push_cast
    rw [div_sub_div _ _ (hne x) (hxw x hx), div_div, div_eq_div_iff
      (mul_ne_zero (mul_ne_zero (hne x) (hxw x hx)) hpw) (mul_ne_zero (hne x) (hxw x hx))]
    ring
  -- the ratio `u = (x - p)/(x - w)` tends to one at both ends
  obtain ⟨u, hu⟩ : ∃ u : ℝ → ℂ, u = fun x : ℝ =>
    1 + ((w : ℂ) - p) * (((x - w)⁻¹ : ℝ) : ℂ) := ⟨_, rfl⟩
  have hid : ∀ x : ℝ, x ≠ w → (x : ℂ) - p = ((x : ℂ) - w) * u x := by
    intro x hx
    have hc := mul_inv_cancel₀ (hxw x hx)
    simp only [hu]
    push_cast
    linear_combination (-((w : ℂ) - p)) * hc
  have hu0 : ∀ x : ℝ, x ≠ w → u x ≠ 0 := fun x hx h =>
    hne x (by rw [hid x hx, h, mul_zero])
  have hlog : ∀ l : Filter ℝ, Tendsto (fun x : ℝ => (x - w)⁻¹) l (𝓝 0) →
      Tendsto (fun x => Complex.log (u x)) l (𝓝 0) := by
    intro l hl
    have h0 : Tendsto (fun x : ℝ => (((x - w)⁻¹ : ℝ) : ℂ)) l (𝓝 ((0 : ℝ) : ℂ)) :=
      (Complex.continuous_ofReal.tendsto 0).comp hl
    have h1 := (h0.const_mul ((w : ℂ) - p)).const_add 1
    rw [Complex.ofReal_zero, mul_zero, add_zero] at h1
    have h2 := h1.clog Complex.one_mem_slitPlane
    rw [Complex.log_one] at h2
    rw [hu]
    exact h2
  have htop : Tendsto G atTop (𝓝 0) := by
    have h := (hlog atTop (tendsto_inv_atTop_zero.comp
      (tendsto_atTop_add_const_right atTop (-w) tendsto_id))).div_const (p - (w : ℂ))
    rw [zero_div] at h
    refine h.congr' ?_
    filter_upwards [eventually_gt_atTop w] with x hx
    have e := Complex.log_ofReal_mul (sub_pos.2 hx) (hu0 x hx.ne')
    rw [Complex.ofReal_sub, ← hid x hx.ne'] at e
    simp only [hG]
    rw [e, add_sub_cancel_left]
  have hbot : Tendsto G atBot (𝓝 (poleSign p * I * π / (p - w))) := by
    have h := ((hlog atBot (tendsto_inv_atBot_zero.comp
      (tendsto_atBot_add_const_right atBot (-w) tendsto_id))).add_const
        (poleSign p * I * π)).div_const (p - (w : ℂ))
    rw [zero_add] at h
    refine h.congr' ?_
    filter_upwards [eventually_lt_atBot w] with x hx
    have e := Complex.log_ofReal_mul (sub_pos.2 hx) (hu0 x hx.ne)
    have e1 : ((w - x : ℝ) : ℂ) * u x = -((x : ℂ) - p) := by
      rw [hid x hx.ne]
      push_cast
      ring
    have e2 : Real.log (x - w) = Real.log (w - x) := by
      rw [← Real.log_neg_eq_log, neg_sub]
    rw [e1] at e
    simp only [hG]
    rw [log_sub_pole hp x, e, e2]
    ring
  refine ⟨fun ε hε => integrableOn_pole hp w hε, ?_⟩
  -- the two half-lines; the terms `log ε` cancel
  have hval : ∀ ε : ℝ, 0 < ε →
      ∫ x in {x : ℝ | ε ≤ |x - w|}, 1 / (((x : ℂ) - p) * ((x : ℂ) - w)) =
      (Complex.log (((w - ε : ℝ) : ℂ) - p) - Complex.log (((w + ε : ℝ) : ℂ) - p)) / (p - w)
        - poleSign p * I * π / (p - w) := by
    intro ε hε
    have hset : {x : ℝ | ε ≤ |x - w|} = Iic (w - ε) ∪ Ici (w + ε) := by
      ext x
      simp only [mem_ofPred_eq, mem_union, mem_Iic, mem_Ici, le_abs]
      constructor
      · rintro (h | h)
        · right; linarith
        · left; linarith
      · rintro (h | h)
        · right; linarith
        · left; linarith
    have hint := integrableOn_pole hp w hε
    rw [hset] at hint ⊢
    have hl := hint.mono_set subset_union_left
    have hr := hint.mono_set subset_union_right
    have hdis : Disjoint (Iic (w - ε)) (Ici (w + ε)) := Set.disjoint_left.2 fun x h1 h2 => by
      simp only [mem_Iic, mem_Ici] at h1 h2
      linarith
    have iL := integral_Iic_of_hasDerivAt_of_tendsto' (fun x hx => hder x (by
      simp only [mem_Iic] at hx
      exact ne_of_lt (by linarith))) hl hbot
    have iR := integral_Ioi_of_hasDerivAt_of_tendsto' (fun x hx => hder x (by
      simp only [mem_Ici] at hx
      exact ne_of_gt (by linarith))) (hr.mono_set Ioi_subset_Ici_self) htop
    rw [setIntegral_union hdis measurableSet_Ici hl hr, integral_Ici_eq_integral_Ioi, iL, iR]
    have e1 : w - ε - w = -ε := by ring
    have e2 : w + ε - w = ε := by ring
    simp only [hG, e1, e2, Real.log_neg_eq_log]
    ring
  have c1 : Continuous (fun ε : ℝ => Complex.log (((w - ε : ℝ) : ℂ) - p)) :=
    Continuous.clog (by fun_prop) (fun ε => hslit _)
  have c2 : Continuous (fun ε : ℝ => Complex.log (((w + ε : ℝ) : ℂ) - p)) :=
    Continuous.clog (by fun_prop) (fun ε => hslit _)
  have h0 : (Complex.log (((w - 0 : ℝ) : ℂ) - p) - Complex.log (((w + 0 : ℝ) : ℂ) - p)) /
      (p - w) - poleSign p * I * π / (p - w) = -(poleSign p * I * π / (p - w)) := by
    simp only [sub_zero, add_zero, sub_self, zero_div, zero_sub]
  have h : Tendsto (fun ε : ℝ => (Complex.log (((w - ε : ℝ) : ℂ) - p) -
      Complex.log (((w + ε : ℝ) : ℂ) - p)) / (p - w) - poleSign p * I * π / (p - w))
      (𝓝[>] 0) (𝓝 (-(poleSign p * I * π / (p - w)))) := by
    rw [← h0]
    exact ((((c1.sub c2).div_const (p - (w : ℂ))).sub
      (continuous_const (y := poleSign p * I * π / (p - w)))).tendsto 0).mono_left
        nhdsWithin_le_nhds
  have e : I * π * (poleSign p / ((w : ℂ) - p)) = -(poleSign p * I * π / (p - w)) := by
    rw [← neg_sub p (w : ℂ), div_neg]
    ring
  rw [e]
  refine h.congr' ?_
  filter_upwards [self_mem_nhdsWithin] with ε hε
  exact (hval ε hε).symm
```

Writing $s_j$ for the sign of $p_j$, linearity gives $i\pi\sum_j s_jr_j/(w-p_j)$ for the full response.

```lean
/-- For nonreal poles, the principal value integral of `χ(x)/(x - w)` is `iπ` times the
response at `w` with the residue of each pole multiplied by the sign of that pole. -/
theorem hasPV_response {p : ι → ℂ} (r : ι → ℂ) (hp : ∀ j, (p j).im ≠ 0) (w : ℝ) :
    HasPV (fun x => response p r x / ((x : ℂ) - w)) w
      (I * π * response p (fun j => poleSign (p j) * r j) w) := by
  have hf : (fun x : ℝ => response p r x / ((x : ℂ) - w)) =
      fun x : ℝ => ∑ j, r j * (1 / (((x : ℂ) - p j) * ((x : ℂ) - w))) := by
    funext x
    rw [response, Finset.sum_div]
    exact Finset.sum_congr rfl fun j _ => by rw [div_div, mul_one_div]
  have hL : I * π * response p (fun j => poleSign (p j) * r j) w =
      ∑ j, r j * (I * π * (poleSign (p j) / ((w : ℂ) - p j))) := by
    rw [response, Finset.mul_sum]
    exact Finset.sum_congr rfl fun j _ => by ring
  have hi : ∀ ε : ℝ, 0 < ε → ∀ j ∈ (Finset.univ : Finset ι),
      Integrable (fun x : ℝ => r j * (1 / (((x : ℂ) - p j) * ((x : ℂ) - w))))
        (volume.restrict {x | ε ≤ |x - w|}) :=
    fun ε hε j _ => Integrable.const_mul (integrableOn_pole (hp j) w hε) (r j)
  rw [hf, hL]
  refine ⟨fun ε hε => integrable_finsetSum _ (hi ε hε), ?_⟩
  refine (tendsto_finsetSum Finset.univ
    fun j _ => (hasPV_pole (hp j) w).2.const_mul (r j)).congr' ?_
  filter_upwards [self_mem_nhdsWithin] with ε hε
  rw [MeasureTheory.integral_finsetSum _ (hi ε hε)]
  exact Finset.sum_congr rfl fun j _ => (integral_const_mul _ _).symm
```

Without `hp`, a real pole with nonzero residue, distinct from the others, would make the integrand non-integrable near $p_j$ for $w\ne p_j$, and `HasPV` would fail there.

## Distinct poles

The hypothesis `hinj` says that no two labels share a pole. Suppose $\sum_i c_i/(w-p_i)=0$ at infinitely many real $w$. Clearing denominators gives a polynomial with infinitely many roots,

$$P(z)=\sum_i c_i\prod_{k\ne i}(z-p_k)=0.$$

At $z=p_j$ only $c_j\prod_{k\ne j}(p_j-p_k)$ survives. Distinctness makes the product nonzero, so $c_j=0$.

```lean
/-- If a response with distinct nonreal poles vanishes at infinitely many real frequencies,
then all its residues are zero. -/
theorem residues_eq_zero {p c : ι → ℂ} (hinj : Function.Injective p)
    (hp : ∀ j, (p j).im ≠ 0) {S : Set ℝ} (hS : S.Infinite)
    (h : ∀ w ∈ S, response p c w = 0) (j : ι) : c j = 0 := by
  classical
  -- the numerator over the common denominator
  obtain ⟨P, hP⟩ : ∃ P : Polynomial ℂ, ∀ z, P.eval z =
      ∑ i, c i * ∏ k ∈ Finset.univ.erase i, (z - p k) :=
    ⟨∑ i, Polynomial.C (c i) * ∏ k ∈ Finset.univ.erase i,
      (Polynomial.X - Polynomial.C (p k)), fun z => by
        simp [Polynomial.eval_finsetSum, Polynomial.eval_prod]⟩
  have hP0 : P = 0 := by
    refine Polynomial.eq_zero_of_infinite_isRoot P
      ((hS.image Complex.ofReal_injective.injOn).mono ?_)
    rintro _ ⟨w, hw, rfl⟩
    change P.eval (w : ℂ) = 0
    have e : P.eval (w : ℂ) = (∏ k, ((w : ℂ) - p k)) * response p c w := by
      rw [hP, response, Finset.mul_sum]
      refine Finset.sum_congr rfl fun i _ => ?_
      have hne : (w : ℂ) - p i ≠ 0 := fun h0 => hp i (by
        simpa using congrArg Complex.im h0)
      have hm : ((w : ℂ) - p i) * ∏ k ∈ Finset.univ.erase i, ((w : ℂ) - p k) =
          ∏ k, ((w : ℂ) - p k) :=
        Finset.mul_prod_erase Finset.univ (fun k => (w : ℂ) - p k) (Finset.mem_univ i)
      have hd : c i / ((w : ℂ) - p i) * ((w : ℂ) - p i) = c i := div_mul_cancel₀ _ hne
      rw [← hm]
      linear_combination (-(∏ k ∈ Finset.univ.erase i, ((w : ℂ) - p k))) * hd
    rw [e, h w hw, mul_zero]
  -- at the pole `p j` only one term survives
  have h0 := hP (p j)
  rw [hP0, Polynomial.eval_zero, Finset.sum_eq_single j
    (fun i _ hij => by
      rw [Finset.prod_eq_zero (Finset.mem_erase.2 ⟨hij.symm, Finset.mem_univ j⟩)
        (sub_self (p j)), mul_zero])
    (fun hj => absurd (Finset.mem_univ j) hj)] at h0
  refine (mul_eq_zero.1 h0.symm).resolve_right (Finset.prod_ne_zero_iff.2 fun k hk => ?_)
  exact sub_ne_zero.2 fun hjk => (Finset.mem_erase.1 hk).1 (hinj hjk).symm
```

Two coinciding upper poles with residues $1$ and $-1$ give $\chi=0$, which satisfies the relation. Such cancelling upper poles must therefore be excluded.

## Nonzero residues

The hypothesis `hr` says that every listed resonance contributes. Subtracting the assumed relation from the computed transform and dividing by $i\pi$ gives

$$\sum_j\frac{(s_j-1)r_j}{w-p_j}=0.$$

If this holds on an infinite set `S` of frequencies, then $(s_j-1)r_j=0$ for each $j$. Since $r_j\ne0$, $s_j=1$ and the pole is lower. An upper pole with zero residue would be invisible to the relation, so that case has to be ruled out.

```lean
/-- For distinct nonreal poles with nonzero residues, if the principal value relation holds at
infinitely many real frequencies, then every pole lies in the open lower half-plane. -/
theorem lower_poles_of_infinite {p r : ι → ℂ} (hinj : Function.Injective p)
    (hp : ∀ j, (p j).im ≠ 0) (hr : ∀ j, r j ≠ 0) {S : Set ℝ} (hS : S.Infinite)
    (h : ∀ w ∈ S, HasPV (fun x => response p r x / ((x : ℂ) - w)) w
      (I * π * response p r w)) (j : ι) : (p j).im < 0 := by
  have hz := residues_eq_zero (c := fun j => (poleSign (p j) - 1) * r j) hinj hp hS
    (fun w hw => by
      have e := tendsto_nhds_unique (hasPV_response r hp w).2 (h w hw).2
      have hpi : I * (π : ℂ) ≠ 0 :=
        mul_ne_zero Complex.I_ne_zero (Complex.ofReal_ne_zero.2 Real.pi_ne_zero)
      have e' := sub_eq_zero.2 (mul_left_cancel₀ hpi e)
      rw [response, response, ← Finset.sum_sub_distrib] at e'
      rw [response, ← e']
      exact Finset.sum_congr rfl fun i _ => by ring) j
  have hs := (mul_eq_zero.1 hz).resolve_right (hr j)
  by_contra hj
  rw [poleSign, if_neg hj] at hs
  norm_num at hs
```

The equivalence takes `S` to be the whole real line. Conversely, if all poles are lower, every $s_j=1$ and the computed transform is already $i\pi\chi(w)$; this direction uses neither `hinj` nor `hr`.

```lean
/-- For distinct nonreal poles with nonzero residues, the principal value integral of
`χ(x)/(x - w)` equals `iπ χ(w)` at every real `w` if and only if every pole has negative
imaginary part. -/
theorem kramersKronig_iff_lower_poles {p r : ι → ℂ} (hinj : Function.Injective p)
    (hp : ∀ j, (p j).im ≠ 0) (hr : ∀ j, r j ≠ 0) :
    (∀ w : ℝ, HasPV (fun x => response p r x / ((x : ℂ) - w)) w (I * π * response p r w)) ↔
      ∀ j, (p j).im < 0 := by
  constructor
  · exact fun h => lower_poles_of_infinite hinj hp hr Set.infinite_univ (fun w _ => h w)
  · intro h w
    have e : (fun j => poleSign (p j) * r j) = r := by
      funext j
      rw [poleSign, if_pos (h j), one_mul]
    have hw := hasPV_response r hp w
    rwa [e] at hw
```

## More than one frequency

Agreement at a single frequency does not locate the poles. The function $\chi(x)=1/(x-i)-2/(x-2i)$ is a mathematical counterexample, not the response of a stable causal system. It has only upper poles, so its transform is $-i\pi\chi(w)$. At $w=0$ we have $\chi(0)=i-i=0$, and both signs agree.

```lean
/-- The response `1/(x - i) - 2/(x - 2i)`, with both poles in the upper half-plane, satisfies
the principal value relation at the single frequency `w = 0`. -/
theorem single_frequency_insufficient :
    HasPV (fun x => response ![I, 2 * I] ![1, -2] x / ((x : ℂ) - (0 : ℝ))) 0
      (I * π * response ![I, 2 * I] ![1, -2] 0) := by
  have hp : ∀ j, ((![I, 2 * I] : Fin 2 → ℂ) j).im ≠ 0 := by
    intro j
    fin_cases j <;> simp
  have s1 : poleSign I = -1 := by norm_num [poleSign]
  have s2 : poleSign (2 * I) = -1 := by norm_num [poleSign]
  have e : response ![I, 2 * I]
      (fun j => poleSign ((![I, 2 * I] : Fin 2 → ℂ) j) * (![1, -2] : Fin 2 → ℂ) j) 0 =
      response ![I, 2 * I] ![1, -2] 0 := by
    simp only [response, Fin.sum_univ_two, Matrix.cons_val_zero, Matrix.cons_val_one,
      s1, s2, Complex.ofReal_zero, zero_sub]
    ring
  have h := hasPV_response ![1, -2] hp 0
  rwa [e] at h

end

end CausalPoles
```

```lean
#print axioms CausalPoles.lower_poles_of_infinite
#print axioms CausalPoles.kramersKronig_iff_lower_poles
#print axioms CausalPoles.single_frequency_insufficient
```

```
'CausalPoles.lower_poles_of_infinite' depends on axioms: [propext, Classical.choice, Quot.sound]
'CausalPoles.kramersKronig_iff_lower_poles' depends on axioms: [propext, Classical.choice, Quot.sound]
'CausalPoles.single_frequency_insufficient' depends on axioms: [propext, Classical.choice, Quot.sound]
```
